# Rotating the covalent state into the ground state diagonalises a real two-state Hamiltonian and dresses its double-occupancy operator

The model has a covalent state of energy zero and a doubly occupied state of energy `U`, coupled by `-2t`, with all quantities real. Given a normalised ground state `(a, b)` of energy `E`, `dressed_operator` states that the rotation with columns `(a, b)` and `(-b, a)` brings the Hamiltonian to diagonal form with entries `E` and `U - E`. It also states that the double-occupancy operator, rotated in the same way and projected on both sides onto the covalent state, is `b²` times that projector, where `b²` is the weight of the doubly occupied state in the ground state. The attempt proves the first part from the eigenvalue equation and the normalisation, and the second by asking a single `simp` to compute each matrix entry.

An attempt in Lean 4 with a fault in it:

```lean
import Mathlib

open Matrix Filter Topology

namespace DressedOperator

noncomputable section

/-- The two-state Hamiltonian with coupling `-2t` between a covalent state of energy zero
and a doubly occupied state of energy `U`. -/
def ham (t U : ℝ) : Matrix (Fin 2) (Fin 2) ℝ := !![0, -(2 * t); -(2 * t), U]

/-- The double-occupancy operator, which projects onto the second state. -/
def docc : Matrix (Fin 2) (Fin 2) ℝ := !![0, 0; 0, 1]

/-- The projector onto the first state, the low-energy model space. -/
def proj : Matrix (Fin 2) (Fin 2) ℝ := !![1, 0; 0, 0]

/-- The matrix with columns `(a, b)` and `(-b, a)`; it is a rotation when `a² + b² = 1`. -/
def rot (a b : ℝ) : Matrix (Fin 2) (Fin 2) ℝ := !![a, -b; b, a]

/-- `(a, b)` is a real unit eigenvector of the Hamiltonian, and its eigenvalue `E` is the
lowest one. -/
structure IsGround (t U E a b : ℝ) : Prop where
  unit : a ^ 2 + b ^ 2 = 1
  eig : ham t U *ᵥ ![a, b] = E • ![a, b]
  lowest : ∀ (μ : ℝ) (w : Fin 2 → ℝ), w ≠ 0 → ham t U *ᵥ w = μ • w → E ≤ μ

/-- The eigenvalue equation of the two-state Hamiltonian, written in components. -/
theorem eigen_iff (t U μ : ℝ) (w : Fin 2 → ℝ) :
    ham t U *ᵥ w = μ • w ↔
      -(2 * t) * w 1 = μ * w 0 ∧ -(2 * t) * w 0 + U * w 1 = μ * w 1 := by
  have e0 : (ham t U *ᵥ w) 0 = -(2 * t) * w 1 := by
    simp [ham, Matrix.mulVec, dotProduct, Fin.sum_univ_two]
  have e1 : (ham t U *ᵥ w) 1 = -(2 * t) * w 0 + U * w 1 := by
    simp [ham, Matrix.mulVec, dotProduct, Fin.sum_univ_two]
  constructor
  · intro h
    exact ⟨by rw [← e0, h]; rfl, by rw [← e1, h]; rfl⟩
  · rintro ⟨h0, h1⟩
    ext i
    fin_cases i
    · exact e0.trans h0
    · exact e1.trans h1

/-- The rotation built from a ground state diagonalises the Hamiltonian. The double-occupancy
operator rotated in the same way and then projected onto the first state is `b²` times the
projector. -/
theorem dressed_operator {t U E a b : ℝ} (h : IsGround t U E a b) :
    (rot a b)ᵀ * ham t U * rot a b = !![E, 0; 0, U - E] ∧
      proj * ((rot a b)ᵀ * docc * rot a b) * proj = b ^ 2 • proj := by
  have h0 : -(2 * t) * b = E * a := ((eigen_iff t U E _).1 h.eig).1
  have h1 : -(2 * t) * a + U * b = E * b := ((eigen_iff t U E _).1 h.eig).2
  have hn := h.unit
  constructor
  · have hW : (rot a b)ᵀ * rot a b = 1 := by
      ext i j
      fin_cases i <;> fin_cases j <;>
        simp [rot, Matrix.mul_apply, Fin.sum_univ_two] <;> linarith
    have hH : ham t U * rot a b = rot a b * !![E, 0; 0, U - E] := by
      ext i j
      fin_cases i <;> fin_cases j <;>
        simp [ham, rot, Matrix.mul_apply, Fin.sum_univ_two] <;> linarith
    rw [mul_assoc, hH, ← mul_assoc, hW, one_mul]
  · ext i j
    fin_cases i <;> fin_cases j <;>
      simp [proj, docc, rot, Matrix.mul_apply, Fin.sum_univ_two, pow_two]

end

end DressedOperator
```

Lean reports:

```
Main.lean:65:2: error: unsolved goals
case right.«0».«0»
t U E a b : ℝ
h : IsGround t U E a b
h0 : -(2 * t) * b = E * a
h1 : -(2 * t) * a + U * b = E * b
hn : a ^ 2 + b ^ 2 = 1
⊢ (![1, 0] ᵥ* (!![a, -b; b, a]ᵀ * !![0, 0; 0, 1] * !![a, -b; b, a])) 0 = b * b

case right.«1».«0»
t U E a b : ℝ
h : IsGround t U E a b
h0 : -(2 * t) * b = E * a
h1 : -(2 * t) * a + U * b = E * b
hn : a ^ 2 + b ^ 2 = 1
⊢ (![0, 0] ᵥ* (!![a, -b; b, a]ᵀ * !![0, 0; 0, 1] * !![a, -b; b, a])) 0 = 0
```

What went wrong. The one error reports two goals that `simp` left open in the second part, the two entries of the first column. The second column closed because the right-hand projector is zero there.

In both goals, `simp` has unfolded `proj` and turned its product with the rotated operator into a row vector times a matrix, written `ᵥ*`. `Matrix.mul_apply` gives the entries of a product of two matrices, so it does not apply to that form. The rules `simp` has for `ᵥ*` need a matrix with its entries written out, and here the matrix is still an unevaluated triple product beginning with a transpose. The equations are true, but `simp` stops before reaching the arithmetic.

The repair computes the triple product first. `hL` and `hR` evaluate its two multiplications, and `rw [hL, hR]` puts an explicit matrix between the projectors, which `simp` can then multiply out. Dropping `docc` and `rot` from the last `simp` is mere tidying, since neither is left in the goal, and the added comment has no effect on the proof.

This version goes through:

```diff
@@ -63,7 +63,17 @@
         simp [ham, rot, Matrix.mul_apply, Fin.sum_univ_two] <;> linarith
     rw [mul_assoc, hH, ← mul_assoc, hW, one_mul]
-  · ext i j
+  · -- compute the rotated operator first, then project it
+    have hL : (rot a b)ᵀ * docc = !![0, b; 0, a] := by
+      ext i j
+      fin_cases i <;> fin_cases j <;>
+        simp [docc, rot, Matrix.mul_apply, Fin.sum_univ_two]
+    have hR : !![0, b; 0, a] * rot a b = !![b * b, b * a; a * b, a * a] := by
+      ext i j
+      fin_cases i <;> fin_cases j <;>
+        simp [rot, Matrix.mul_apply, Fin.sum_univ_two]
+    rw [hL, hR]
+    ext i j
     fin_cases i <;> fin_cases j <;>
-      simp [proj, docc, rot, Matrix.mul_apply, Fin.sum_univ_two, pow_two]
+      simp [proj, Matrix.mul_apply, Fin.sum_univ_two, pow_two]
 
 end
```
